# For an invertible PAW transformation, the all-electron equation of motion is equivalent to the one for the transformed coefficients

In the projector augmented-wave (PAW) method an all-electron state is written ψ = T u, and here the transformation T may change with time. The lemma says that at a time t the state obeys i ψ′ = K ψ exactly when the coefficients obey i S u′ = (T\*KT − i T\*T′) u, where S = T\*T is the overlap matrix. T and K are square complex matrices of finite size, T and u are differentiable at t, and T is invertible there; K need not be Hermitian. The attempt finds ψ′ by the product rule, multiplies the equation for ψ by T\*, and uses the invertibility of T to cancel T\* on the way back.

The failing Lean file:

```lean
import Mathlib

open Matrix

namespace AllElectronIff

noncomputable section

variable {m n : Type*} [Fintype m] [Fintype n]

/-- The matrix function `T` has the derivative `T'` at time `t`, entry by entry. -/
def HasMatDeriv (T : ℝ → Matrix m n ℂ) (T' : Matrix m n ℂ) (t : ℝ) : Prop :=
  ∀ i j, HasDerivAt (fun s => T s i j) (T' i j) t

/-- The PAW overlap matrix `S = T* T` of a transformation `T`. -/
def overlap (T : Matrix m n ℂ) : Matrix n n ℂ := Tᴴ * T

/-- The equation of motion `i S u' = (H - i D) u` at one instant, with `u'` the velocity
of the coefficients and `D` a term for the motion of the basis. -/
def Evolves (S H D : Matrix n n ℂ) (u u' : n → ℂ) : Prop :=
  Complex.I • (S *ᵥ u') = H *ᵥ u - Complex.I • (D *ᵥ u)

/-- For differentiable `T` and `u` with `T` invertible at time `t`, the all-electron state
`ψ = T u` obeys `i ψ' = K ψ` at `t` exactly when `i S u' = (T* K T - i T* T') u` there. -/
theorem all_electron_iff [DecidableEq n] {T : ℝ → Matrix n n ℂ} {T' K : Matrix n n ℂ}
    {u : ℝ → n → ℂ} {u' : n → ℂ} {t : ℝ} (hT : HasMatDeriv T T' t)
    (hu : HasDerivAt u u' t) (hdet : IsUnit (T t).det) :
    Complex.I • deriv (fun s => T s *ᵥ u s) t = K *ᵥ (T t *ᵥ u t) ↔
      Evolves (overlap (T t)) ((T t)ᴴ * K * T t) ((T t)ᴴ * T') (u t) u' := by
  have hψ : HasDerivAt (fun s => T s *ᵥ u s) (T' *ᵥ u t + T t *ᵥ u') t := by
    refine hasDerivAt_pi.2 fun i => ?_
    have h : HasDerivAt (fun s => ∑ j, T s i j * u s j)
        (∑ j, (T' i j * u t j + T t i j * u' j)) t :=
      HasDerivAt.fun_sum fun j _ => (hT i j).fun_mul (hasDerivAt_pi.1 hu j)
    refine h.congr_deriv ?_
    simp only [Pi.add_apply, Matrix.mulVec, dotProduct, Finset.sum_add_distrib]
  have hB : ((T t)⁻¹)ᴴ * (T t)ᴴ = 1 := by
    rw [← Matrix.conjTranspose_mul, Matrix.mul_nonsing_inv _ hdet, Matrix.conjTranspose_one]
  -- `T*` can be cancelled because `T` is invertible
  have inj : ∀ x y : n → ℂ, (T t)ᴴ *ᵥ x = (T t)ᴴ *ᵥ y → x = y := by
    intro x y h
    rw [← Matrix.one_mulVec x, ← Matrix.one_mulVec y, ← hB, ← Matrix.mulVec_mulVec,
      ← Matrix.mulVec_mulVec, h]
  have e1 : (T t)ᴴ *ᵥ (Complex.I • (T' *ᵥ u t + T t *ᵥ u')) =
      Complex.I • (((T t)ᴴ * T') *ᵥ u t) + Complex.I • (((T t)ᴴ * T t) *ᵥ u') := by
    rw [Matrix.mulVec_smul, Matrix.mulVec_add, smul_add, Matrix.mulVec_mulVec,
      Matrix.mulVec_mulVec]
  have e2 : (T t)ᴴ *ᵥ (K *ᵥ (T t *ᵥ u t)) = ((T t)ᴴ * K * T t) *ᵥ u t := by
    simp only [Matrix.mulVec_mulVec, Matrix.mul_assoc]
  rw [hψ.deriv, Evolves, overlap, eq_sub_iff_add_eq, add_comm, ← e1, ← e2]
  exact ⟨fun h => by rw [h], fun h => inj _ _ h⟩

end

end AllElectronIff
```

The compiler's answer:

```
Main.lean:50:63: error: Tactic `rewrite` failed: Did not find an occurrence of the pattern
  Complex.I • ((T t)ᴴ * T') *ᵥ u t + Complex.I • ((T t)ᴴ * T t) *ᵥ u'
in the target expression
  Complex.I • (T t *ᵥ u' + T' *ᵥ u t) = K *ᵥ T t *ᵥ u t ↔
    Complex.I • ((T t)ᴴ * T t) *ᵥ u' + Complex.I • ((T t)ᴴ * T') *ᵥ u t = ((T t)ᴴ * K * T t) *ᵥ u t

n : Type u_2
inst✝¹ : Fintype n
inst✝ : DecidableEq n
T : ℝ → Matrix n n ℂ
T' K : Matrix n n ℂ
u : ℝ → n → ℂ
u' : n → ℂ
t : ℝ
hT : HasMatDeriv T T' t
hu : HasDerivAt u u' t
hdet : IsUnit (T t).det
hψ : HasDerivAt (fun s => T s *ᵥ u s) (T' *ᵥ u t + T t *ᵥ u') t
hB : (T t)⁻¹ᴴ * (T t)ᴴ = 1
inj : ∀ (x y : n → ℂ), (T t)ᴴ *ᵥ x = (T t)ᴴ *ᵥ y → x = y
e1 : (T t)ᴴ *ᵥ Complex.I • (T' *ᵥ u t + T t *ᵥ u') = Complex.I • ((T t)ᴴ * T') *ᵥ u t + Complex.I • ((T t)ᴴ * T t) *ᵥ u'
e2 : (T t)ᴴ *ᵥ K *ᵥ T t *ᵥ u t = ((T t)ᴴ * K * T t) *ᵥ u t
⊢ Complex.I • (T t *ᵥ u' + T' *ᵥ u t) = K *ᵥ T t *ᵥ u t ↔
    Complex.I • ((T t)ᴴ * T t) *ᵥ u' + Complex.I • ((T t)ᴴ * T') *ᵥ u t = ((T t)ᴴ * K * T t) *ᵥ u t
```

The error is reported at `← e1`, but the step that went wrong is the `add_comm` before it. That `add_comm` was meant to swap the two terms on the right of the `↔`, so that they would stand in the order `e1` has them. Given no arguments, `add_comm` fits any sum, and `rw` settles on the first one it finds. Here that was the derivative `T' *ᵥ u t + T t *ᵥ u'` on the left, which the goal in the message shows turned round. The sum on the right kept its old order, with the `u'` term first, so `← e1` did not find its pattern.

The repair gives `add_comm` its first summand, `Complex.I • (((T t)ᴴ * T t) *ᵥ u')`. Only the sum on the right begins with that term, so it is the one swapped, and the derivative stays as `e1` has it. Then `← e1` and `← e2` apply, and the last line closes the goal unchanged.

As a diff, the version that Lean accepts:

```diff
@@ -48,5 +48,6 @@
   have e2 : (T t)ᴴ *ᵥ (K *ᵥ (T t *ᵥ u t)) = ((T t)ᴴ * K * T t) *ᵥ u t := by
     simp only [Matrix.mulVec_mulVec, Matrix.mul_assoc]
-  rw [hψ.deriv, Evolves, overlap, eq_sub_iff_add_eq, add_comm, ← e1, ← e2]
+  rw [hψ.deriv, Evolves, overlap, eq_sub_iff_add_eq,
+    add_comm (Complex.I • (((T t)ᴴ * T t) *ᵥ u')), ← e1, ← e2]
   exact ⟨fun h => by rw [h], fun h => inj _ _ h⟩
 
```
